# The Margolus–Levitin bound for finitely many energy levels

Set \(\hbar=1\). A finite set of levels has real energies \(E_j\) and populations \(p_j\ge 0\) with \(\sum_j p_j=1\). The survival amplitude and the mean energy are

\[
S(t)=\sum_j p_j e^{-iE_jt},\qquad \langle E\rangle=\sum_j p_jE_j .
\]

If every \(E_j\ge 0\) and \(S(t)=0\) at some \(t\ge 0\), then \(t\langle E\rangle\ge \pi/2\). For a finite-dimensional system with a time-independent Hamiltonian, this limits how soon the evolved state can become orthogonal to the initial state.

## From a trigonometric inequality to the time bound

The derivation starts from an inequality for \(y\ge 0\):

\[
\tfrac{\pi}{2}\sin^2 y\le y+\sin y\cos y .
\]

- If \(y\ge\pi/2\), put \(u=2y-\pi\ge0\). Then \(\sin u\le u\) reads \(-\sin 2y\le 2y-\pi\), so \(y+\sin y\cos y\ge \pi/2\ge\frac{\pi}{2}\sin^2y\).
- If \(y\le\pi/2\) and \(\sin y\le\cos y\), then \(\frac{\pi}{2}\sin y\le 2\sin y\le 1+\cos y\). Multiply by \(\sin y\ge 0\) and use \(\sin y\le y\).
- If \(y\le\pi/2\) and \(\cos y\le\sin y\), then \(y>0\), and \(u\le\tan u\) at \(u=\pi/2-y\) gives \((\pi/2-y)\sin y\le\cos y\). Since \(\cos y\le\frac{\pi}{2}\sin y\),
\[
\cos y=\cos y\sin^2y+\cos^3y\le\left(\sin y\cos y+\tfrac{\pi}{2}\cos^2y\right)\sin y .
\]
Dividing by \(\sin y>0\) gives \(\pi/2-y\le\sin y\cos y+\frac{\pi}{2}\cos^2y\), which rearranges to the claim.

With \(x=2y\) and \(\cos x=1-2\sin^2y\), this becomes

\[
\cos x\ge 1-\tfrac{2}{\pi}(x+\sin x),\qquad x\ge 0 .
\]

Put \(x=E_jt\), multiply by \(p_j\) and sum. Because \(\operatorname{Re}S=\sum_jp_j\cos E_jt\) and \(\operatorname{Im}S=-\sum_jp_j\sin E_jt\),

\[
1-\tfrac{2}{\pi}t\langle E\rangle\le\operatorname{Re}S(t)-\tfrac{2}{\pi}\operatorname{Im}S(t).
\]

At a zero of \(S\) the right side vanishes, and \(t\langle E\rangle\ge\pi/2\).

The sign condition on the energies matters. Equal populations of \(\pm\varepsilon/2\), with \(\varepsilon>0\), give \(S(\pi/\varepsilon)=\cos(\pi/2)=0\), yet \(\langle E\rangle=0\). For a spectrum with negative energies, the bound applies once energies are measured from a lower bound \(E_0\).

## Amplitude and mean energy in Lean

The finite type `ι` labels the levels; `p` and `E` are real functions on it. Positivity and normalisation enter as theorem hypotheses.

```lean
import Mathlib

open scoped Real
open Matrix

namespace MargolusLevitin

noncomputable section

variable {ι : Type*} [Fintype ι]

/-- Survival amplitude `S(t) = ∑ p_j exp(-i E_j t)` for populations `p_j` of levels `E_j`
(units with `ħ = 1`). -/
def survival (p E : ι → ℝ) (t : ℝ) : ℂ :=
  ∑ j, (p j : ℂ) * Complex.exp (-(Complex.I * (E j : ℂ) * (t : ℂ)))

/-- Mean energy `⟨E⟩ = ∑ p_j E_j`. -/
def meanEnergy (p E : ι → ℝ) : ℝ := ∑ j, p j * E j
```

## The inequality for a single phase

The case splits in `half_angle_ineq` are the three cases above. The `nlinarith` calls combine the displayed products with \(\sin^2y+\cos^2y=1\) and \(3<\pi\le4\).

```lean
/-- For `y ≥ 0`, `(π/2) sin² y ≤ y + sin y cos y`. -/
theorem half_angle_ineq {y : ℝ} (hy : 0 ≤ y) :
    π / 2 * Real.sin y ^ 2 ≤ y + Real.sin y * Real.cos y := by
  have hpi3 := Real.pi_gt_three
  have hpi4 := Real.pi_le_four
  have hsc := Real.sin_sq_add_cos_sq y
  rcases le_total (π / 2) y with hbig | hsmall
  · -- beyond π/2 use sin u ≤ u at u = 2y - π
    have h : Real.sin (2 * y - π) ≤ 2 * y - π := Real.sin_le (by linarith)
    rw [Real.sin_sub_pi, Real.sin_two_mul] at h
    have h1 : Real.sin y ^ 2 ≤ 1 := Real.sin_sq_le_one y
    nlinarith [mul_nonneg Real.pi_pos.le (sub_nonneg.2 h1)]
  · have hs : 0 ≤ Real.sin y := Real.sin_nonneg_of_nonneg_of_le_pi hy (by linarith)
    have hc : 0 ≤ Real.cos y :=
      Real.cos_nonneg_of_neg_pi_div_two_le_of_le (by linarith) hsmall
    rcases le_total (Real.sin y) (Real.cos y) with hcs | hcs
    · -- small angles: sin y ≤ y is enough
      have h1 : Real.sin y ≤ y := Real.sin_le hy
      have h2 : Real.sin y ≤ 1 := Real.sin_le_one y
      have h3 : π / 2 * Real.sin y ≤ 1 + Real.cos y := by
        nlinarith [mul_nonneg (sub_nonneg.2 hpi4) hs]
      nlinarith [mul_le_mul_of_nonneg_left h3 hs]
    · -- near π/2 use u ≤ tan u at u = π/2 - y
      have hy0 : 0 < y := by
        rcases hy.lt_or_eq with h | h
        · exact h
        · rw [← h] at hcs
          norm_num at hcs
      have hspos : 0 < Real.sin y := Real.sin_pos_of_pos_of_lt_pi hy0 (by linarith)
      have ht : π / 2 - y ≤ Real.tan (π / 2 - y) := Real.le_tan (by linarith) (by linarith)
      rw [Real.tan_eq_sin_div_cos, Real.sin_pi_div_two_sub, Real.cos_pi_div_two_sub,
        le_div_iff₀ hspos] at ht
      have h5 : Real.cos y ≤ π / 2 * Real.sin y := by
        nlinarith [mul_nonneg (sub_nonneg.2 hpi3.le) hs]
      have h6 := mul_le_mul_of_nonneg_left h5 (mul_nonneg hc hc)
      have h7 : Real.cos y * (Real.sin y ^ 2 + Real.cos y ^ 2) = Real.cos y := by
        rw [hsc, mul_one]
      have key : (π / 2 - y) * Real.sin y
          ≤ (Real.sin y * Real.cos y + π / 2 * Real.cos y ^ 2) * Real.sin y := by
        nlinarith [ht, h6, h7]
      have h8 := le_of_mul_le_mul_right key hspos
      have h9 : π * (Real.sin y ^ 2 + Real.cos y ^ 2) = π := by rw [hsc, mul_one]
      nlinarith [h8, h9]
```

The double-angle formulas turn this into the bound on the cosine.

```lean
/-- For every phase `x ≥ 0`, `cos x ≥ 1 - (2/π)(x + sin x)`. -/
theorem cos_lower_bound {x : ℝ} (hx : 0 ≤ x) :
    1 - 2 / π * (x + Real.sin x) ≤ Real.cos x := by
  have h := half_angle_ineq (y := x / 2) (by linarith)
  have hx2 : 2 * (x / 2) = x := by ring
  have hs : Real.sin x = 2 * Real.sin (x / 2) * Real.cos (x / 2) := by
    have h1 := Real.sin_two_mul (x / 2)
    rw [hx2] at h1
    exact h1
  have hc : Real.cos x = 1 - 2 * Real.sin (x / 2) ^ 2 := by
    have h1 := Real.cos_two_mul (x / 2)
    have h2 := Real.sin_sq_add_cos_sq (x / 2)
    rw [hx2] at h1
    linarith
  have h3 : 1 - Real.cos x ≤ 2 * (x + Real.sin x) / π := by
    rw [le_div_iff₀ Real.pi_pos, hs, hc]
    nlinarith [h]
  have e : 2 / π * (x + Real.sin x) = 2 * (x + Real.sin x) / π := by ring
  linarith
```

## Averaging over the populations

The first lemma separates the real and imaginary parts of \(S\).

```lean
/-- The survival amplitude has real part `∑ p_j cos(E_j t)` and imaginary part
`-∑ p_j sin(E_j t)`. -/
theorem survival_re_im (p E : ι → ℝ) (t : ℝ) :
    (survival p E t).re = ∑ j, p j * Real.cos (E j * t) ∧
      (survival p E t).im = -∑ j, p j * Real.sin (E j * t) := by
  have h : ∀ j, -(Complex.I * (E j : ℂ) * (t : ℂ)) = ((-(E j * t) : ℝ) : ℂ) * Complex.I :=
    fun j => by
      push_cast
      ring
  unfold survival
  constructor
  · rw [Complex.re_sum]
    refine Finset.sum_congr rfl fun j _ => ?_
    rw [h j, Complex.re_ofReal_mul, Complex.exp_ofReal_mul_I_re, Real.cos_neg]
  · rw [Complex.im_sum, ← Finset.sum_neg_distrib]
    refine Finset.sum_congr rfl fun j _ => ?_
    rw [h j, Complex.im_ofReal_mul, Complex.exp_ofReal_mul_I_im, Real.sin_neg, mul_neg]
```

`Finset.sum_le_sum` then averages the cosine bound; `hp` preserves the direction of each inequality, and `hE` with `ht` makes each phase non-negative.

```lean
/-- For probabilities `p_j`, energies `E_j ≥ 0` and any time `t ≥ 0`,
`1 - (2/π) t ⟨E⟩ ≤ Re S(t) - (2/π) Im S(t)`. -/
theorem survival_bound (p E : ι → ℝ) (hp : ∀ j, 0 ≤ p j) (hsum : ∑ j, p j = 1)
    (hE : ∀ j, 0 ≤ E j) {t : ℝ} (ht : 0 ≤ t) :
    1 - 2 / π * (t * meanEnergy p E)
      ≤ (survival p E t).re - 2 / π * (survival p E t).im := by
  obtain ⟨hre, him⟩ := survival_re_im p E t
  rw [hre, him, mul_neg]
  -- average the trigonometric inequality over the levels
  have h : (∑ j, p j * (1 - 2 / π * (E j * t + Real.sin (E j * t))))
      ≤ ∑ j, p j * Real.cos (E j * t) :=
    Finset.sum_le_sum fun j _ =>
      mul_le_mul_of_nonneg_left (cos_lower_bound (mul_nonneg (hE j) ht)) (hp j)
  have e : (∑ j, p j * (1 - 2 / π * (E j * t + Real.sin (E j * t))))
      = (∑ j, p j) - 2 / π * (t * meanEnergy p E)
        - 2 / π * (∑ j, p j * Real.sin (E j * t)) := by
    simp only [meanEnergy, Finset.mul_sum, ← Finset.sum_sub_distrib]
    refine Finset.sum_congr rfl fun j _ => ?_
    ring
  rw [e, hsum] at h
  linarith
```

Setting the amplitude to zero and multiplying by \(\pi/2\) gives the main bound.

```lean
/-- Margolus-Levitin bound: for probabilities `p_j` and energies `E_j ≥ 0`, if the survival
amplitude vanishes at a time `t ≥ 0`, then `t ⟨E⟩ ≥ π/2`. -/
theorem margolus_levitin (p E : ι → ℝ) (hp : ∀ j, 0 ≤ p j) (hsum : ∑ j, p j = 1)
    (hE : ∀ j, 0 ≤ E j) {t : ℝ} (ht : 0 ≤ t) (h0 : survival p E t = 0) :
    π / 2 ≤ t * meanEnergy p E := by
  have h := survival_bound p E hp hsum hE ht
  rw [h0] at h
  simp only [Complex.zero_re, Complex.zero_im, mul_zero, sub_zero] at h
  have h1 : 1 ≤ 2 / π * (t * meanEnergy p E) := by linarith
  have h2 := mul_le_mul_of_nonneg_left h1 (show 0 ≤ π / 2 by positivity)
  have hpi := Real.pi_ne_zero
  have e : π / 2 * (2 / π * (t * meanEnergy p E)) = t * meanEnergy p E := by
    field_simp
  rw [e] at h2
  linarith
```

## Spectra bounded below or above

Lowering every energy by \(E_0\) multiplies \(S\) by \(e^{iE_0t}\), so its zeros stay put.

```lean
/-- Lowering all energies by `E₀` multiplies the survival amplitude by `exp(i E₀ t)`. -/
theorem survival_shift (p E : ι → ℝ) (E₀ t : ℝ) :
    survival p (fun j => E j - E₀) t
      = Complex.exp (Complex.I * (E₀ : ℂ) * (t : ℂ)) * survival p E t := by
  simp only [survival, Finset.mul_sum]
  refine Finset.sum_congr rfl fun j _ => ?_
  have h : -(Complex.I * ((E j - E₀ : ℝ) : ℂ) * (t : ℂ))
      = Complex.I * (E₀ : ℂ) * (t : ℂ) + -(Complex.I * (E j : ℂ) * (t : ℂ)) := by
    push_cast
    ring
  rw [h, Complex.exp_add]
  ring
```

The main bound becomes \(t(\langle E\rangle-E_0)\ge\pi/2\). As \(t\ge0\), the bracket must be positive, and division by it is legitimate.

```lean
/-- Margolus-Levitin bound for probabilities `p_j` (non-negative, summing to one) and a spectrum
bounded below by `E₀`: if the survival amplitude
vanishes at `t ≥ 0`, then `⟨E⟩ > E₀` and `t ≥ π / (2 (⟨E⟩ - E₀))`. -/
theorem margolus_levitin_time (p E : ι → ℝ) (hp : ∀ j, 0 ≤ p j) (hsum : ∑ j, p j = 1)
    {E₀ : ℝ} (hE : ∀ j, E₀ ≤ E j) {t : ℝ} (ht : 0 ≤ t) (h0 : survival p E t = 0) :
    E₀ < meanEnergy p E ∧ π / (2 * (meanEnergy p E - E₀)) ≤ t := by
  -- measure energies from E₀; the amplitude only picks up a phase
  have h := margolus_levitin p (fun j => E j - E₀) hp hsum
    (fun j => sub_nonneg.2 (hE j)) ht (by rw [survival_shift, h0, mul_zero])
  have hm : meanEnergy p (fun j => E j - E₀) = meanEnergy p E - E₀ := by
    simp only [meanEnergy, mul_sub, Finset.sum_sub_distrib, ← Finset.sum_mul, hsum, one_mul]
  rw [hm] at h
  have hpos : 0 < meanEnergy p E - E₀ := by
    by_contra hn
    have h' : 0 ≤ -(meanEnergy p E - E₀) := by linarith [not_lt.1 hn]
    nlinarith [mul_nonneg ht h', Real.pi_pos]
  have hpos2 : 0 < 2 * (meanEnergy p E - E₀) := by linarith
  refine ⟨by linarith, ?_⟩
  rw [div_le_iff₀ hpos2]
  nlinarith [h]
```

Reversing the spectrum conjugates \(S\), which also preserves zeros. If every \(E_j\le E_{\max}\), applying the previous theorem to \(-E_j\), with lower bound \(-E_{\max}\), gives the dual bound \(t\ge\pi/(2(E_{\max}-\langle E\rangle))\) at a zero of \(S\) with \(t\ge0\).

```lean
/-- Reversing the sign of all energies conjugates the survival amplitude. -/
theorem survival_neg (p E : ι → ℝ) (t : ℝ) :
    survival p (fun j => -E j) t = starRingEnd ℂ (survival p E t) := by
  apply Complex.ext
  · rw [Complex.conj_re, (survival_re_im p (fun j => -E j) t).1, (survival_re_im p E t).1]
    simp
  · rw [Complex.conj_im, (survival_re_im p (fun j => -E j) t).2, (survival_re_im p E t).2]
    simp

/-- Dual bound for probabilities `p_j` (non-negative, summing to one) and a spectrum bounded
above by `Emax`: if the survival amplitude vanishes at
`t ≥ 0`, then `⟨E⟩ < Emax` and `t ≥ π / (2 (Emax - ⟨E⟩))`. -/
theorem dual_time_bound (p E : ι → ℝ) (hp : ∀ j, 0 ≤ p j) (hsum : ∑ j, p j = 1)
    {Emax : ℝ} (hE : ∀ j, E j ≤ Emax) {t : ℝ} (ht : 0 ≤ t) (h0 : survival p E t = 0) :
    meanEnergy p E < Emax ∧ π / (2 * (Emax - meanEnergy p E)) ≤ t := by
  -- apply the lower-bounded case to the reversed spectrum
  have h := margolus_levitin_time p (fun j => -E j) hp hsum (E₀ := -Emax)
    (fun j => neg_le_neg (hE j)) ht (by rw [survival_neg, h0, map_zero])
  have hm : meanEnergy p (fun j => -E j) = -meanEnergy p E := by
    simp [meanEnergy]
  have e : -meanEnergy p E - -Emax = Emax - meanEnergy p E := by ring
  rw [hm, e] at h
  exact ⟨by linarith [h.1], h.2⟩
```

## Normalised state vectors

For a state vector the populations are \(p_j=|\psi_j|^2\). The code works in the energy eigenbasis: `evolve` defines the evolution by its phases, without deriving it from the Schrödinger equation, and `hamiltonian` is diagonal.

```lean
/-- State at time `t` in the energy eigenbasis: `ψ_j(t) = exp(-i E_j t) ψ_j`. -/
def evolve (E : ι → ℝ) (ψ : ι → ℂ) (t : ℝ) : ι → ℂ :=
  fun j => Complex.exp (-(Complex.I * (E j : ℂ) * (t : ℂ))) * ψ j

/-- The Hamiltonian in its eigenbasis, `H = diag(E_j)`. -/
def hamiltonian [DecidableEq ι] (E : ι → ℝ) : Matrix ι ι ℂ :=
  Matrix.diagonal fun j => (E j : ℂ)

/-- The real part of `⟨ψ|H|ψ⟩` for `H = diag(E_j)`. -/
def energyExpectation [DecidableEq ι] (E : ι → ℝ) (ψ : ι → ℂ) : ℝ :=
  (star ψ ⬝ᵥ (hamiltonian E *ᵥ ψ)).re
```

In the overlap, `star ψ` supplies the conjugate, so each term is \(|\psi_j|^2e^{-iE_jt}\).

```lean
/-- The overlap `⟨ψ|ψ(t)⟩` is the survival amplitude with populations `p_j = |ψ_j|²`. -/
theorem overlap_eq_survival (E : ι → ℝ) (ψ : ι → ℂ) (t : ℝ) :
    star ψ ⬝ᵥ evolve E ψ t = survival (fun j => Complex.normSq (ψ j)) E t := by
  simp only [dotProduct, survival, evolve, Pi.star_apply]
  refine Finset.sum_congr rfl fun j _ => ?_
  have e : (Complex.normSq (ψ j) : ℂ) = star (ψ j) * ψ j := Complex.normSq_eq_conj_mul_self
  rw [e]
  ring
```

The hypothesis `hnorm` is \(\langle\psi|\psi\rangle=1\), and `horth` is \(\langle\psi|\psi(t)\rangle=0\). The proof identifies \(\langle\psi|H|\psi\rangle\) with the mean energy, showing that it is real, and applies the bound for populations.

```lean
/-- Margolus-Levitin bound for a normalised state vector: if all levels are at least `E₀` and
`ψ(t)` is orthogonal to `ψ` at `t ≥ 0`, then `⟨H⟩ > E₀` and `t ≥ π / (2 (⟨H⟩ - E₀))`. -/
theorem margolus_levitin_state [DecidableEq ι] (E : ι → ℝ) (ψ : ι → ℂ)
    (hnorm : star ψ ⬝ᵥ ψ = 1) {E₀ : ℝ} (hE : ∀ j, E₀ ≤ E j) {t : ℝ} (ht : 0 ≤ t)
    (horth : star ψ ⬝ᵥ evolve E ψ t = 0) :
    E₀ < energyExpectation E ψ ∧ π / (2 * (energyExpectation E ψ - E₀)) ≤ t := by
  have e : ∀ j, (Complex.normSq (ψ j) : ℂ) = star (ψ j) * ψ j :=
    fun j => Complex.normSq_eq_conj_mul_self
  -- the populations |ψ_j|² sum to one
  have hsumC : ((∑ j, Complex.normSq (ψ j) : ℝ) : ℂ) = 1 := by
    rw [← hnorm, Complex.ofReal_sum]
    simp only [dotProduct, Pi.star_apply]
    exact Finset.sum_congr rfl fun j _ => e j
  have hsum : ∑ j, Complex.normSq (ψ j) = 1 := by exact_mod_cast hsumC
  -- the expectation value of H is the mean energy of these populations
  have hH : star ψ ⬝ᵥ (hamiltonian E *ᵥ ψ)
      = (meanEnergy (fun j => Complex.normSq (ψ j)) E : ℂ) := by
    simp only [hamiltonian, dotProduct, Matrix.mulVec_diagonal, meanEnergy, Pi.star_apply]
    rw [Complex.ofReal_sum]
    refine Finset.sum_congr rfl fun j _ => ?_
    rw [Complex.ofReal_mul, e j]
    ring
  rw [overlap_eq_survival] at horth
  unfold energyExpectation
  rw [hH, Complex.ofReal_re]
  exact margolus_levitin_time _ E (fun j => Complex.normSq_nonneg _) hsum hE ht horth
```

In a propagation code that diagonalises a finite, time-independent Hamiltonian, the populations \(p_j\) are the squared moduli of the normalised initial state's coefficients in the orthonormal eigenbasis. With energies measured from the lowest eigenvalue, the inequality in `survival_bound` can be checked at every time step, up to rounding; a clear violation points to an error, such as populations that sum to less than one, for which the inequality already fails at \(t=0\). A wrong unit conversion used in both \(S(t)\) and \(t\langle E\rangle\) goes unnoticed, because the inequality holds for every \(t\ge0\).

## Equality for two levels

Equal populations of \(0\) and \(\varepsilon>0\) have \(\langle E\rangle=\varepsilon/2\). At \(t=\pi/\varepsilon\), \(S=(1+e^{-i\pi})/2=0\) and \(t\langle E\rangle=\pi/2\), so the constant \(\pi/2\) can't be raised.

```lean
/-- Equal populations `1/2, 1/2` of two levels. -/
def equalWeights : Fin 2 → ℝ := ![1 / 2, 1 / 2]

/-- Two levels with energies `0` and `ε`. -/
def twoLevel (ε : ℝ) : Fin 2 → ℝ := ![0, ε]
```

The last theorem checks the hypotheses of the main bound together with this equality.

```lean
/-- Equal populations of the levels `0` and `ε > 0` are probabilities on non-negative energies,
the survival amplitude vanishes at `t = π/ε > 0`, and there `t ⟨E⟩ = π/2`. -/
theorem margolus_levitin_sharp_witness {ε : ℝ} (hε : 0 < ε) :
    (∀ j, 0 ≤ equalWeights j) ∧ ∑ j, equalWeights j = 1 ∧ (∀ j, 0 ≤ twoLevel ε j) ∧
      0 < π / ε ∧ survival equalWeights (twoLevel ε) (π / ε) = 0 ∧
      π / ε * meanEnergy equalWeights (twoLevel ε) = π / 2 := by
  have hne := hε.ne'
  have h : ε * (π / ε) = π := by field_simp
  refine ⟨?_, ?_, ?_, div_pos Real.pi_pos hε, ?_, ?_⟩
  · intro j
    fin_cases j <;> simp [equalWeights]
  · norm_num [equalWeights, Fin.sum_univ_two]
  · intro j
    fin_cases j <;> simp [twoLevel, hε.le]
  · -- the upper level has acquired the phase factor exp(-iπ) = -1
    apply Complex.ext
    · rw [(survival_re_im _ _ _).1]
      simp [equalWeights, twoLevel, Fin.sum_univ_two, h]
    · rw [(survival_re_im _ _ _).2]
      simp [equalWeights, twoLevel, Fin.sum_univ_two, h]
  · have hm : meanEnergy equalWeights (twoLevel ε) = 1 / 2 * 0 + 1 / 2 * ε := by
      simp [meanEnergy, equalWeights, twoLevel, Fin.sum_univ_two]
    rw [hm]
    linear_combination (1 / 2) * h

end

end MargolusLevitin
```

```lean
#print axioms MargolusLevitin.dual_time_bound
#print axioms MargolusLevitin.margolus_levitin_state
```

```
'MargolusLevitin.dual_time_bound' depends on axioms: [propext, Classical.choice, Quot.sound]
'MargolusLevitin.margolus_levitin_state' depends on axioms: [propext, Classical.choice, Quot.sound]
```
